# The potential −2 Σ q_i ln‖x − r_i‖ of finitely many charges in the plane has a finite limit at infinity exactly when the total charge is zero

Q: Picture a few thin, infinitely long, parallel, uniformly charged wires, seen in cross-section. I want their potential inside a finite box with nothing else around, so I need boundary values on the edge of the box. In three dimensions I would set φ to zero far away. Here each wire contributes a logarithm, which grows without limit. When does "zero at infinity" make sense, and what replaces it otherwise?

A: Let the wires cross the plane at points r_i, with charges q_i per unit length. In Gaussian units

φ(x) = −2 Σ q_i ln‖x − r_i‖,  Q = Σ q_i.

Far away, φ(x) approaches −2Q ln‖x‖, the potential of the total charge placed at the origin. The difference tends to zero, so φ has a finite limit if and only if Q = 0, and that limit is then zero. For Q ≠ 0 the logarithm itself serves as the far boundary value.

Q: I believe the physics. I am less sure that a formal statement says the same thing. What is "the plane" in the code?

A: It is the set of pairs of real numbers with the Euclidean norm.

```lean
import Mathlib

open Filter Topology Bornology

namespace PlanarIsolatedPoisson

noncomputable section

/-- The Euclidean plane. -/
abbrev Plane := EuclideanSpace ℝ (Fin 2)
```

Q: And the potential? A logarithm of a length makes me uneasy.

A: Lengths are pure numbers in a chosen unit. Changing the unit shifts φ by a constant proportional to Q, and shifts 2Q ln‖x‖ by the opposite constant, so the sum of the two does not notice.

```lean
variable {ι : Type*} [Fintype ι]

/-- The electrostatic potential `-2 ∑ qᵢ ln ‖x - rᵢ‖` of charges `qᵢ` at points `rᵢ` of the
plane, for `x` away from the charges. -/
def potential (q : ι → ℝ) (r : ι → Plane) (x : Plane) : ℝ :=
  -2 * ∑ i, q i * Real.log ‖x - r i‖

/-- The total charge. -/
def totalCharge (q : ι → ℝ) : ℝ := ∑ i, q i
```

The index type `ι` is any finite type, `q` assigns a real charge to each index and `r` a position. Positions may coincide, charges may vanish, and there may be no charges at all, in which case φ and Q are both zero.

Q: What happens at x = r_i, where φ should be infinite?

A: Lean sets the logarithm of zero to zero, so the formula returns a meaningless number there. The limit looks only at points beyond every charge, so this does no harm.

Q: You also wrote the potential down without deriving it from Poisson's equation.

A: Yes, the formula is the definition. The factor −2 matches ∇²φ = −4πρ, with the additive constant fixed by having no extra term. The theorems concern this sum for point charges. They say nothing about smooth densities, grids or dielectric surroundings.

Q: Then show me the estimate. How much does the logarithm change when one source is moved off the origin?

A: Move it to a, and write R = ‖x‖ and s = ‖x − a‖, with R > 2‖a‖. The triangle inequality gives

R − ‖a‖ ≤ s ≤ R + ‖a‖,

and therefore s > R/2 > 0. Now use ln u ≤ u − 1 twice, first for u = s/R:

ln s − ln R ≤ s/R − 1 ≤ ‖a‖/R,

then for u = R/s:

ln R − ln s ≤ (R − s)/s ≤ ‖a‖/s ≤ 2‖a‖/R.

Together these give |ln s − ln R| ≤ 2‖a‖/R.

```lean
/-- Displacing a source from the origin to `a` changes the logarithm of its distance to `x` by
at most `2‖a‖/‖x‖`, provided `x` is more than twice as far out as `a`. -/
theorem log_shift_bound (x a : Plane) (h : 2 * ‖a‖ < ‖x‖) :
    |Real.log ‖x - a‖ - Real.log ‖x‖| ≤ 2 * ‖a‖ / ‖x‖ := by
  have ha := norm_nonneg a
  have hx : 0 < ‖x‖ := by linarith
  have h1 : ‖x - a‖ ≤ ‖x‖ + ‖a‖ := norm_sub_le x a
  have h2 : ‖x‖ - ‖a‖ ≤ ‖x - a‖ := norm_sub_norm_le x a
  have ht : 0 < ‖x - a‖ := by linarith
  -- `ln u ≤ u - 1` for the ratio of the distances and for its inverse
  have up := Real.log_le_sub_one_of_pos (div_pos ht hx)
  have down := Real.log_le_sub_one_of_pos (div_pos hx ht)
  rw [Real.log_div ht.ne' hx.ne'] at up
  rw [Real.log_div hx.ne' ht.ne'] at down
  have up' : ‖x - a‖ / ‖x‖ - 1 ≤ 2 * ‖a‖ / ‖x‖ := by
    rw [div_sub_one hx.ne', div_le_div_iff_of_pos_right hx]
    linarith
  have down' : ‖x‖ / ‖x - a‖ - 1 ≤ 2 * ‖a‖ / ‖x‖ := by
    rw [div_sub_one ht.ne', div_le_div_iff₀ ht hx]
    have e1 : (‖x‖ - ‖x - a‖) * ‖x‖ ≤ ‖a‖ * ‖x‖ :=
      mul_le_mul_of_nonneg_right (by linarith) hx.le
    have e2 : ‖a‖ * ‖x‖ ≤ ‖a‖ * (2 * ‖x - a‖) :=
      mul_le_mul_of_nonneg_left (by linarith) ha
    linarith
  rw [abs_le]
  constructor <;> linarith
```

In the code, `h1` and `h2` are the two triangle inequalities, and `up` and `down` are the two uses of ln u ≤ u − 1. The lines `up'` and `down'` bound the right-hand sides by 2‖a‖/‖x‖. The second takes more work, because its denominator is s and not R: `e1` uses R − s ≤ ‖a‖, and `e2` uses R ≤ 2s.

Q: Is the condition R > 2‖a‖ physics or convenience?

A: The factor 2 is convenience. Some condition that keeps x away from a nonzero a is needed, since ln‖x − a‖ is unbounded as x approaches a while 2‖a‖/‖x‖ stays finite.

Q: Now put in all the charges.

A: Suppose they all lie within distance a of the origin, where a is now a number, and let ‖x‖ > 2a. Since Q is the sum of the q_i, the monopole term can be shared out among the charges:

φ(x) + 2Q ln‖x‖ = −2 Σ q_i (ln‖x − r_i‖ − ln‖x‖).

Each bracket is at most 2‖r_i‖/‖x‖ ≤ 2a/‖x‖ in absolute value, so

|φ(x) + 2Q ln‖x‖| ≤ 2 Σ |q_i| · 2a/‖x‖ = 4a Σ |q_i| / ‖x‖.

```lean
/-- Error of the monopole boundary value: for charges within distance `a` of the origin and
`‖x‖ > 2a`, the potential differs from `-2Q ln ‖x‖` by at most `4a ∑ |qᵢ| / ‖x‖`. -/
theorem monopole_error_bound (q : ι → ℝ) (r : ι → Plane) (a : ℝ) (hr : ∀ i, ‖r i‖ ≤ a)
    (x : Plane) (hx : 2 * a < ‖x‖) :
    |potential q r x + 2 * totalCharge q * Real.log ‖x‖| ≤ 4 * a * (∑ i, |q i|) / ‖x‖ := by
  -- collect the monopole term charge by charge
  have key : potential q r x + 2 * totalCharge q * Real.log ‖x‖
      = -2 * ∑ i, q i * (Real.log ‖x - r i‖ - Real.log ‖x‖) := by
    simp only [potential, totalCharge, mul_sub, Finset.sum_sub_distrib, ← Finset.sum_mul]
    ring
  have hs : |∑ i, q i * (Real.log ‖x - r i‖ - Real.log ‖x‖)|
      ≤ ∑ i, |q i| * (2 * a / ‖x‖) := by
    refine (Finset.abs_sum_le_sum_abs _ _).trans (Finset.sum_le_sum fun i _ => ?_)
    have hi := hr i
    have hpos : 0 < ‖x‖ := by linarith [norm_nonneg (r i)]
    rw [abs_mul]
    refine mul_le_mul_of_nonneg_left ?_ (abs_nonneg _)
    exact (log_shift_bound x (r i) (by linarith)).trans
      ((div_le_div_iff_of_pos_right hpos).2 (by linarith))
  rw [← Finset.sum_mul] at hs
  have h2 : |(-2 : ℝ)| = 2 := by norm_num
  rw [key, abs_mul, h2]
  calc 2 * |∑ i, q i * (Real.log ‖x - r i‖ - Real.log ‖x‖)|
      ≤ 2 * ((∑ i, |q i|) * (2 * a / ‖x‖)) := by linarith
    _ = 4 * a * (∑ i, |q i|) / ‖x‖ := by ring
```

Here `key` is the sharing-out, and `hs` applies the triangle inequality for sums and then `log_shift_bound` to each term. The closing `calc` collects the factors.

Q: Give me numbers.

A: Put charge 2 at (1, 0) and charge −1 at (−1, 0), and evaluate at x = (10, 0). Then Q = 1, the distances are 9 and 11, and

φ(x) = −2 (2 ln 9 − ln 11) ≈ −3.993,
−2Q ln‖x‖ = −2 ln 10 ≈ −4.605.

The difference is about 0.612. With a = 1 and Σ |q_i| = 3, the bound is 4 · 1 · 3/10 = 1.2, which is respected with a factor of about two to spare.

Q: So for a solver this is an error estimate for the boundary value.

A: Yes, for finitely many point charges in the plane: if −2Q ln‖x‖ is prescribed on the edge of the box, and the whole edge lies farther than 2a from the origin, the theorem bounds the error of the prescribed value at each edge point. Note that the bound contains Σ |q_i| and not |Q|, so neutrality alone does not make it small.

Q: Now the limit. Does "‖x‖ → ∞" mean along each fixed direction, or in all directions at once?

A: All at once. The filter `cobounded Plane` describes what happens outside large bounded sets. Convergence to zero along it means that for every ε > 0 there is a radius beyond which the difference is smaller than ε at every point, whatever the direction.

```lean
/-- Far from finitely many charges in the plane the potential approaches that of the total
charge at the origin: `φ(x) + 2Q ln ‖x‖ → 0` as `‖x‖ → ∞`. -/
theorem potential_asymptotics (q : ι → ℝ) (r : ι → Plane) :
    Tendsto (fun x => potential q r x + 2 * totalCharge q * Real.log ‖x‖)
      (cobounded Plane) (𝓝 0) := by
  have hn : Tendsto (fun x : Plane => ‖x‖) (cobounded Plane) atTop :=
    tendsto_norm_cobounded_atTop
  -- the sum of the distances serves as a radius enclosing all charges
  have hr : ∀ i, ‖r i‖ ≤ ∑ j, ‖r j‖ := fun i =>
    Finset.single_le_sum (f := fun j => ‖r j‖) (fun j _ => norm_nonneg (r j))
      (Finset.mem_univ i)
  refine squeeze_zero_norm' ?_
    (hn.const_div_atTop (4 * (∑ j, ‖r j‖) * ∑ i, |q i|))
  filter_upwards [hn.eventually_gt_atTop (2 * ∑ j, ‖r j‖)] with x hx
  rw [Real.norm_eq_abs]
  exact monopole_error_bound q r _ hr x hx
```

The bound above does the work, since its right-hand side is a constant divided by ‖x‖. A radius enclosing all the charges is still needed, and the proof takes the sum of all ‖r_j‖, which is at least as large as each one. The line with `filter_upwards` restricts attention to points more than twice that far out, and `squeeze_zero_norm'` concludes that the difference tends to zero.

Q: That handles the neutral case. But you claimed "if and only if". Could a charged system still have a finite limit through some cancellation?

A: No, and a slightly more general statement shows it. Add c ln‖x‖ to the potential and ask for which c the result settles to a finite value. Split it as

φ(x) + c ln‖x‖ = (φ(x) + 2Q ln‖x‖) + (c − 2Q) ln‖x‖.

The first bracket tends to zero. If c = 2Q, nothing else remains and the limit is zero. If c ≠ 2Q, a finite limit L would force (c − 2Q) ln‖x‖ to converge to L as well. Follow the ray x = t e_0, where e_0 is the unit vector along the first axis (Lean counts coordinates from 0). There ‖x‖ = t for t > 0, and dividing by c − 2Q would make ln t converge as t → ∞, which is false.

```lean
/-- Adding `c ln ‖x‖` to the potential gives a function with a finite limit at infinity exactly
when `c = 2Q`. -/
theorem log_correction_iff (q : ι → ℝ) (r : ι → Plane) (c : ℝ) :
    (∃ L, Tendsto (fun x => potential q r x + c * Real.log ‖x‖) (cobounded Plane) (𝓝 L))
      ↔ c = 2 * totalCharge q := by
  constructor
  · rintro ⟨L, hL⟩
    by_contra hc
    have hc' : c - 2 * totalCharge q ≠ 0 := sub_ne_zero.2 hc
    -- follow a ray to infinity
    have hray : Tendsto (fun t : ℝ => t • (EuclideanSpace.single 0 1 : Plane)) atTop
        (cobounded Plane) := by
      rw [← tendsto_norm_atTop_iff_cobounded]
      simpa [norm_smul] using (tendsto_abs_atTop_atTop : Tendsto (fun t : ℝ => |t|) atTop atTop)
    have hd := ((hL.sub (potential_asymptotics q r)).comp hray).div_const
      (c - 2 * totalCharge q)
    -- on the ray a convergent multiple of `ln t` remains
    have hlog : Tendsto Real.log atTop (𝓝 ((L - 0) / (c - 2 * totalCharge q))) := by
      refine hd.congr fun t => ?_
      have hnorm : Real.log ‖t • (EuclideanSpace.single 0 1 : Plane)‖ = Real.log t := by
        simp [norm_smul]
      simp only [Function.comp_apply]
      rw [hnorm, div_eq_iff hc']
      ring
    exact not_tendsto_nhds_of_tendsto_atTop Real.tendsto_log_atTop _ hlog
  · rintro rfl
    exact ⟨0, potential_asymptotics q r⟩
```

The word "finite" sits in `∃ L`, where L is a real number, so a divergence to ±∞ does not count as a limit. In the proof, `hray` says that the ray leaves every bounded set, `hd` subtracts the known asymptotics and divides by c − 2Q, and `hlog` is the impossible convergence of ln t. The converse direction simply supplies the limit 0.

Q: And my original question is c = 0?

A: Yes. The condition 0 = 2Q is the same as Q = 0.

```lean
/-- The potential of finitely many charges in the plane has a finite limit at infinity if and
only if the total charge vanishes. -/
theorem finite_limit_iff_neutral (q : ι → ℝ) (r : ι → Plane) :
    (∃ L, Tendsto (potential q r) (cobounded Plane) (𝓝 L)) ↔ totalCharge q = 0 := by
  have h := log_correction_iff q r 0
  simp only [zero_mul, add_zero] at h
  refine h.trans ⟨fun h0 => by linarith, fun h0 => by linarith⟩
```

The proof specialises the previous theorem, removes the zero term, and passes between 0 = 2Q and Q = 0 in both directions.

Q: For a charged system, does the potential wander or does it diverge in a definite way?

A: For Q > 0 it goes to −∞, as one expects from −2Q ln‖x‖. Write

φ(x) = (φ(x) + 2Q ln‖x‖) + (−2Q ln‖x‖).

The first part tends to zero and the second to −∞, so the sum tends to −∞.

```lean
/-- For positive total charge the potential tends to `-∞` far away. -/
theorem potential_tendsto_atBot (q : ι → ℝ) (r : ι → Plane) (hQ : 0 < totalCharge q) :
    Tendsto (potential q r) (cobounded Plane) atBot := by
  have hlog : Tendsto (fun x : Plane => Real.log ‖x‖) (cobounded Plane) atTop :=
    Real.tendsto_log_atTop.comp tendsto_norm_cobounded_atTop
  have hneg := tendsto_neg_atTop_atBot.comp
    (hlog.const_mul_atTop (show 0 < 2 * totalCharge q by linarith))
  refine ((potential_asymptotics q r).add_atBot hneg).congr fun x => ?_
  simp only [Function.comp_apply]
  ring
```

The two parts are `potential_asymptotics` and `hneg`, and `add_atBot` combines them. Reversing the sign of every charge turns this into divergence to +∞ for Q < 0, a case that I have argued here only in words.

Q: One last doubt. Your error decays like 1/‖x‖. Is that the true rate, or the result of crude estimates?

A: Some arrangements do better: for two equal charges at d and −d the error decays like 1/‖x‖². But no faster rate holds for every arrangement, and a dipole shows it. Put charge +1 at d ≠ 0 and charge −1 at the origin, and look at the point t d with t > 1. The distances are (t − 1)‖d‖ and t‖d‖, so ‖d‖ cancels:

φ(t d) = −2 (ln(t − 1) − ln t) = −2 ln((t − 1)/t).

Since ln u ≤ u − 1 with u = (t − 1)/t gives ln((t − 1)/t) ≤ −1/t, we get

φ(t d) ≥ 2/t = 2‖d‖/‖t d‖.

Here Q = 0, so φ itself is the error of the monopole value. No bound that decays faster than 1/‖x‖ can hold for this pair.

```lean
/-- A unit charge at `d ≠ 0` and its opposite at the origin produce at the point `t d`, `t > 1`,
a potential of at least `2/t`. -/
theorem neutral_pair_lower_bound (d : Plane) (hd : d ≠ 0) (t : ℝ) (ht : 1 < t) :
    2 / t ≤ potential ![1, -1] ![d, 0] (t • d) := by
  have hd' : ‖d‖ ≠ 0 := norm_ne_zero_iff.2 hd
  have ht0 : 0 < t := by linarith
  have ht1 : 0 < t - 1 := by linarith
  have h1 : Real.log ‖t • d - d‖ = Real.log (t - 1) + Real.log ‖d‖ := by
    have e : t • d - d = (t - 1) • d := by module
    rw [e, norm_smul, Real.norm_of_nonneg ht1.le, Real.log_mul ht1.ne' hd']
  have h2 : Real.log ‖t • d - 0‖ = Real.log t + Real.log ‖d‖ := by
    rw [sub_zero, norm_smul, Real.norm_of_nonneg ht0.le, Real.log_mul ht0.ne' hd']
  have h3 := Real.log_le_sub_one_of_pos (div_pos ht1 ht0)
  have h4 : (t - 1) / t - 1 = -(1 / t) := by
    rw [sub_div, div_self ht0.ne']
    ring
  rw [Real.log_div ht1.ne' ht0.ne', h4] at h3
  have h5 : potential ![1, -1] ![d, 0] (t • d)
      = -2 * (Real.log ‖t • d - d‖ - Real.log ‖t • d - 0‖) := by
    simp only [potential, Fin.sum_univ_two, Matrix.cons_val_zero, Matrix.cons_val_one]
    ring
  have h6 : 2 / t = 2 * (1 / t) := by ring
  rw [h5, h1, h2, h6]
  linarith

end

end PlanarIsolatedPoisson
```

The lists `![1, -1]` and `![d, 0]` hold the charges and positions with indices 0 and 1. The steps `h1` and `h2` evaluate the two logarithms, `h3` and `h4` give the bound −1/t, and `h5` writes out the two-term potential.

Q: How far apart are your upper and lower bounds for this pair?

A: The general estimate has a = ‖d‖ and Σ |q_i| = 2, which gives 8/t for t > 2. The lower bound is 2/t. The constants differ by a factor of four, and the power of t is the same.

Q: Then I accept the translation: a neutral set of wires may be given the value zero at infinity, and a charged one needs the logarithm.

```lean
#print axioms PlanarIsolatedPoisson.finite_limit_iff_neutral
#print axioms PlanarIsolatedPoisson.potential_tendsto_atBot
#print axioms PlanarIsolatedPoisson.neutral_pair_lower_bound
```

```
'PlanarIsolatedPoisson.finite_limit_iff_neutral' depends on axioms: [propext, Classical.choice, Quot.sound]
'PlanarIsolatedPoisson.potential_tendsto_atBot' depends on axioms: [propext, Classical.choice, Quot.sound]
'PlanarIsolatedPoisson.neutral_pair_lower_bound' depends on axioms: [propext, Classical.choice, Quot.sound]
```
